# Fine structure never makes Dirac–Coulomb shells overlap for 0 < Zα < 1

A single electron is bound to a heavy bare nucleus. As I go up in nuclear charge number $Z$, the spacing between shells grows like $(Z\alpha)^2$ to leading order, where $\alpha \approx 1/137$ is the fine-structure constant, but the fine-structure splitting inside a shell grows like $(Z\alpha)^4$. The splitting is catching up, and near $Z\alpha = 1$ the leading-order estimates are no longer any guide. Could the lowest level of shell $n+1$ drop below the highest level of shell $n$? And does the energy within a shell still rise with the electron's total angular momentum quantum number $j$ there?

## An integer always separates neighbouring shells

The shells don't cross, and the energy keeps rising with $j$, as long as the levels follow Sommerfeld's formula with $0 < Z\alpha < 1$. Write $a = Z\alpha$ (not the Bohr radius), $k = j + \tfrac12$ (often written $|\kappa|$), and let $n$ be the principal number, with $1 \le k \le n$. In units of the rest energy, the total energy is

$$E = \left(1 + \frac{a^2}{N^2}\right)^{-1/2}, \qquad N = n - k + \sqrt{k^2 - a^2}.$$

**From the quantization condition to the energy.** For a point nucleus, the radial wave function can behave near the origin like $r^{-1+\sqrt{k^2-a^2}}$ or $r^{-1-\sqrt{k^2-a^2}}$. Sommerfeld's levels belong to normalizable solutions with the first behaviour, and these require $aE/\sqrt{1-E^2} = N$. The choice has to be stated, because for $k=1$ and $a > \sqrt3/2$ the second behaviour is also square-integrable at the origin. Squaring gives $a^2E^2 = N^2(1-E^2)$, so $E^2 = N^2/(N^2+a^2)$, and the positive root is the formula above.

**Energy rises with $N$.** For $N > 0$, increasing $N$ lowers $a^2/N^2$ and so raises $E$. Since $a^2/N^2 > 0$, also $0 < E < 1$.

**Where $N$ lies.** Clearly $\sqrt{k^2-a^2} < k$. Also $(k-1)^2 < k^2 - a^2$, because this says $a^2 < 2k-1$, and $a^2 < 1 \le 2k-1$. Hence $k-1 < \sqrt{k^2-a^2} < k$, and adding $n-k$ gives

$$n - 1 < N < n.$$

In particular $N > 0$.

**Order within a shell.** Let $k' = k + d$ with $d > 0$, and put $s = \sqrt{k^2-a^2}$, $s' = \sqrt{k'^2-a^2}$. Since $s < k$,

$$(s+d)^2 = k^2 - a^2 + 2sd + d^2 < k^2 - a^2 + 2kd + d^2 = s'^2.$$

So $s' > s + d$. At fixed $n$ the effective number changes by $s' - s - d > 0$, and the energy rises with $k$.

**Order between shells.** If $n < n'$, then $N(n,k) < n \le n'-1 < N(n',k')$. The integer $n$ stands between the two effective numbers, however large the splitting has become.

## The levels at a = 0.6

This coupling is close to that of hydrogen-like lead.

| $(n,k)$ | $N$ | $E$ |
|---|---|---|
| $(1,1)$ | $0.8$ | $0.8000$ |
| $(2,1)$ | $1.8$ | $3/\sqrt{10} \approx 0.9487$ |
| $(2,2)$ | $\sqrt{3.64} \approx 1.908$ | $\sqrt{0.91} \approx 0.9539$ |
| $(3,1)$ | $2.8$ | $2.8/\sqrt{8.2} \approx 0.9778$ |

The $n=2$ splitting is about $0.0053$ of the rest energy, roughly $2.7$ keV, while the gap from there up to the third shell is about $0.024$.

## What the Lean statements say

`effectiveNumber a n k` is $N$, `levelEnergy a N` is $E$ as a function of $N$, and `sommerfeldEnergy a n k` combines them. The quantum numbers are naturals, converted to reals before subtraction, so $n-k$ is ordinary subtraction. The energy includes the rest energy; the binding energy is $1-E$.

- `sommerfeldEnergy_mem_Ioo` places every level strictly between $0$ and $1$.
- `fine_structure_order` says that $k \mapsto E(n,k)$ is strictly increasing on $\{1,\dots,n\}$. For $n=1$ there is one level and nothing to compare.
- `sommerfeldEnergy_lt_iff` gives the order of the whole spectrum: $E(n,k) < E(n',k')$ exactly when $n < n'$, or $n = n'$ and $k < k'$.

The hypothesis `0 < a` stands for an attractive nucleus; at $a=0$ every energy equals $1$, so strict ordering needs a nonzero coupling. The hypothesis `a < 1` is the range in which the point-nucleus formula has a positive square root at $k=1$.

The step taken as input is the one from the Dirac equation to the quantization condition. A real ion also has a nucleus of finite size and mass, and radiative shifts, none of which enter the formula.

```lean
import Mathlib

noncomputable section

namespace DiracCoulombLevels

/-- The effective quantum number `n - k + √(k² - a²)` of a Dirac-Coulomb level with principal
number `n`, `k = j + 1/2` and coupling `a`, for `0 < a < 1` and `1 ≤ k ≤ n`. -/
def effectiveNumber (a : ℝ) (n k : ℕ) : ℝ :=
  (n : ℝ) - k + Real.sqrt ((k : ℝ) ^ 2 - a ^ 2)

/-- The energy `(1 + a²/N²)^(-1/2)`, in units of the rest energy, as a function of the coupling
`a` and an effective quantum number `N > 0`. -/
def levelEnergy (a N : ℝ) : ℝ :=
  1 / Real.sqrt (1 + a ^ 2 / N ^ 2)

/-- The Sommerfeld energy of the level `(n, k)` in units of the rest energy,
for `0 < a < 1` and `1 ≤ k ≤ n`. -/
def sommerfeldEnergy (a : ℝ) (n k : ℕ) : ℝ :=
  levelEnergy a (effectiveNumber a n k)

/-- For `N > 0`, a positive energy `E` satisfies the quantization condition
`a² E² = N² (1 - E²)` exactly when it is given by the level formula. -/
theorem quantization_iff {a N E : ℝ} (hN : 0 < N) (hE : 0 < E) :
    a ^ 2 * E ^ 2 = N ^ 2 * (1 - E ^ 2) ↔ E = levelEnergy a N := by
  have hpos : 0 < Real.sqrt (1 + a ^ 2 / N ^ 2) := Real.sqrt_pos.mpr (by positivity)
  have hsq : N ^ 2 * Real.sqrt (1 + a ^ 2 / N ^ 2) ^ 2 = N ^ 2 + a ^ 2 := by
    rw [Real.sq_sqrt (by positivity)]
    field_simp
  unfold levelEnergy
  rw [eq_div_iff hpos.ne']
  generalize Real.sqrt (1 + a ^ 2 / N ^ 2) = S at hpos hsq ⊢
  constructor
  · intro h
    -- the condition says (E S)² = 1, and E S is positive
    have h2 : (N ^ 2 * (E * S + 1)) * (E * S - 1) = 0 := by
      linear_combination E ^ 2 * hsq + h
    have h3 : N ^ 2 * (E * S + 1) ≠ 0 := by positivity
    have h4 := (mul_eq_zero.mp h2).resolve_left h3
    linarith
  · intro h
    linear_combination (-E ^ 2) * hsq + N ^ 2 * (E * S + 1) * h

/-- At nonzero coupling, here `a > 0`, the level energy increases strictly with the effective
quantum number `N > 0`. -/
theorem levelEnergy_lt {a x y : ℝ} (ha : 0 < a) (hx : 0 < x) (hxy : x < y) :
    levelEnergy a x < levelEnergy a y := by
  have hy : 0 < y := hx.trans hxy
  have hsq : x ^ 2 < y ^ 2 := by nlinarith
  have hdiv : a ^ 2 / y ^ 2 < a ^ 2 / x ^ 2 :=
    div_lt_div_of_pos_left (by positivity) (by positivity) hsq
  unfold levelEnergy
  apply one_div_lt_one_div_of_lt
  · exact Real.sqrt_pos.mpr (by positivity)
  · exact Real.sqrt_lt_sqrt (by positivity) (by linarith)

/-- For `0 < a < 1` and `k ≥ 1`, the effective quantum number lies strictly between
`n - 1` and `n`. -/
theorem effectiveNumber_bounds {a : ℝ} (ha : 0 < a) (ha1 : a < 1) (n : ℕ) {k : ℕ}
    (hk : 1 ≤ k) :
    (n : ℝ) - 1 < effectiveNumber a n k ∧ effectiveNumber a n k < n := by
  have hk' : (1 : ℝ) ≤ k := by exact_mod_cast hk
  have hlow : (k : ℝ) - 1 < Real.sqrt ((k : ℝ) ^ 2 - a ^ 2) :=
    (Real.lt_sqrt (by linarith)).mpr (by nlinarith)
  have hupp : Real.sqrt ((k : ℝ) ^ 2 - a ^ 2) < k :=
    (Real.sqrt_lt' (by linarith)).mpr (by nlinarith)
  unfold effectiveNumber
  constructor <;> linarith

/-- For `0 < a < 1` and fixed `n`, the effective quantum number increases strictly with
`k ≥ 1`. -/
theorem effectiveNumber_lt {a : ℝ} (ha : 0 < a) (ha1 : a < 1) (n : ℕ) {k k' : ℕ}
    (hk : 1 ≤ k) (hkk : k < k') :
    effectiveNumber a n k < effectiveNumber a n k' := by
  have h1 : (1 : ℝ) ≤ k := by exact_mod_cast hk
  have h2 : (k : ℝ) < k' := by exact_mod_cast hkk
  have hs0 := Real.sqrt_nonneg ((k : ℝ) ^ 2 - a ^ 2)
  have hs2 : Real.sqrt ((k : ℝ) ^ 2 - a ^ 2) ^ 2 = (k : ℝ) ^ 2 - a ^ 2 :=
    Real.sq_sqrt (by nlinarith)
  have hsk : Real.sqrt ((k : ℝ) ^ 2 - a ^ 2) < k :=
    (Real.sqrt_lt' (by linarith)).mpr (by nlinarith)
  -- raising k by d raises the square root by more than d
  have key : Real.sqrt ((k : ℝ) ^ 2 - a ^ 2) + ((k' : ℝ) - k)
      < Real.sqrt ((k' : ℝ) ^ 2 - a ^ 2) := by
    apply (Real.lt_sqrt (by linarith)).mpr
    have hprod := mul_pos (sub_pos.mpr h2) (sub_pos.mpr hsk)
    nlinarith
  unfold effectiveNumber
  linarith

/-- For `0 < a < 1` and `1 ≤ k ≤ n`, the Sommerfeld energy lies strictly between zero and the
rest energy. -/
theorem sommerfeldEnergy_mem_Ioo {a : ℝ} (ha : 0 < a) (ha1 : a < 1) {n k : ℕ}
    (hk : 1 ≤ k) (hkn : k ≤ n) : sommerfeldEnergy a n k ∈ Set.Ioo (0 : ℝ) 1 := by
  have hn : (1 : ℝ) ≤ n := by exact_mod_cast hk.trans hkn
  have hN : 0 < effectiveNumber a n k := by
    linarith [(effectiveNumber_bounds ha ha1 n hk).1]
  have hq : 0 < a ^ 2 / effectiveNumber a n k ^ 2 := by positivity
  have hS : 1 < Real.sqrt (1 + a ^ 2 / effectiveNumber a n k ^ 2) :=
    (Real.lt_sqrt zero_le_one).mpr (by linarith)
  have hS0 := zero_lt_one.trans hS
  unfold sommerfeldEnergy levelEnergy
  exact ⟨one_div_pos.mpr hS0, (div_lt_one hS0).mpr hS⟩

/-- Fine-structure ordering: for `0 < a < 1` and fixed `n`, the Sommerfeld energy is strictly
increasing in the integer `k` from `1` to `n`. -/
theorem fine_structure_order {a : ℝ} (ha : 0 < a) (ha1 : a < 1) (n : ℕ) :
    StrictMonoOn (fun k : ℕ => sommerfeldEnergy a n k) (Set.Icc 1 n) := by
  intro k hk k' _ hkk
  have hn : (1 : ℝ) ≤ n := by exact_mod_cast hk.1.trans hk.2
  have hN : 0 < effectiveNumber a n k := by
    linarith [(effectiveNumber_bounds ha ha1 n hk.1).1]
  exact levelEnergy_lt ha hN (effectiveNumber_lt ha ha1 n hk.1 hkk)

/-- Shells do not overlap: for `0 < a < 1`, `1 ≤ k ≤ n` and `k' ≥ 1`, the Sommerfeld formula gives a
strictly lower value at `(n, k)` than at `(n', k')` whenever `n < n'`. The pair `(n', k')` labels a
level when also `k' ≤ n'`. -/
theorem shell_order {a : ℝ} (ha : 0 < a) (ha1 : a < 1) {n n' k k' : ℕ}
    (hk : 1 ≤ k) (hkn : k ≤ n) (hk' : 1 ≤ k') (hnn : n < n') :
    sommerfeldEnergy a n k < sommerfeldEnergy a n' k' := by
  have hn : (1 : ℝ) ≤ n := by exact_mod_cast hk.trans hkn
  have hn' : (n : ℝ) + 1 ≤ n' := by exact_mod_cast hnn
  have hb := effectiveNumber_bounds ha ha1 n hk
  have hb' := effectiveNumber_bounds ha ha1 n' hk'
  -- the integer n separates the two effective quantum numbers
  exact levelEnergy_lt ha (by linarith [hb.1]) (by linarith [hb.2, hb'.1])

/-- Order of the whole spectrum: for `0 < a < 1`, `1 ≤ k ≤ n` and `1 ≤ k' ≤ n'`, the level
`(n, k)` lies below `(n', k')` exactly when `n < n'`, or `n = n'` and `k < k'`. -/
theorem sommerfeldEnergy_lt_iff {a : ℝ} (ha : 0 < a) (ha1 : a < 1) {n n' k k' : ℕ}
    (hk : 1 ≤ k) (hkn : k ≤ n) (hk' : 1 ≤ k') (hkn' : k' ≤ n') :
    sommerfeldEnergy a n k < sommerfeldEnergy a n' k' ↔ n < n' ∨ (n = n' ∧ k < k') := by
  constructor
  · intro h
    rcases lt_trichotomy n n' with h1 | h1 | h1
    · exact Or.inl h1
    · subst h1
      rcases lt_trichotomy k k' with h2 | h2 | h2
      · exact Or.inr ⟨rfl, h2⟩
      · subst h2
        exact (lt_irrefl _ h).elim
      · exact (lt_asymm h (fine_structure_order ha ha1 _ ⟨hk', hkn'⟩ ⟨hk, hkn⟩ h2)).elim
    · exact (lt_asymm h (shell_order ha ha1 hk' hkn' hk h1)).elim
  · rintro (h1 | ⟨h1, h2⟩)
    · exact shell_order ha ha1 hk hkn hk' h1
    · subst h1
      exact fine_structure_order ha ha1 _ ⟨hk, hkn⟩ ⟨hk', hkn'⟩ h2

end DiracCoulombLevels
```

```lean
#print axioms DiracCoulombLevels.quantization_iff
#print axioms DiracCoulombLevels.sommerfeldEnergy_mem_Ioo
#print axioms DiracCoulombLevels.fine_structure_order
#print axioms DiracCoulombLevels.sommerfeldEnergy_lt_iff
```

```
'DiracCoulombLevels.quantization_iff' depends on axioms: [propext, Classical.choice, Quot.sound]
'DiracCoulombLevels.sommerfeldEnergy_mem_Ioo' depends on axioms: [propext, Classical.choice, Quot.sound]
'DiracCoulombLevels.fine_structure_order' depends on axioms: [propext, Classical.choice, Quot.sound]
'DiracCoulombLevels.sommerfeldEnergy_lt_iff' depends on axioms: [propext, Classical.choice, Quot.sound]
```

## From squared inequalities to the full order

`quantization_iff` names the root $S = \sqrt{1 + a^2/N^2}$ and uses $N^2S^2 = N^2 + a^2$. The condition then becomes $N^2(ES+1)(ES-1) = 0$. The first two factors are positive, so $ES = 1$.

`levelEnergy_lt` follows the chain by hand: a larger $N$ gives a smaller quotient, a smaller root and a larger reciprocal.

`effectiveNumber_bounds` uses `Real.lt_sqrt` and `Real.sqrt_lt'` to turn the two bounds on the root into inequalities between squares, which `nlinarith` settles. In `effectiveNumber_lt`, the step `key` is $s + d < s'$. The product `hprod`, which is $(k'-k)(k-s) > 0$, supplies the difference between $2sd$ and $2kd$.

`sommerfeldEnergy_mem_Ioo` shows that the root in the denominator exceeds $1$. `fine_structure_order` and `shell_order` each feed an inequality between effective numbers into `levelEnergy_lt`. The last theorem compares $n$ with $n'$, then $k$ with $k'$ if the shells agree; each case that contradicts the assumed energy order is excluded by one of the two ordering theorems or by irreflexivity.

## Labelling levels in a one-electron calculation

A radial Dirac solver works at one value of $\kappa = \pm k$ at a time and returns a separate list of bound energies for each. For one electron in a point-Coulomb field with $0 < a < 1$, the merged list of distinct energies runs $(1,1), (2,1), (2,2), (3,1), \dots$, so the level $(n,k)$ sits at position $n(n-1)/2 + k$. At $a = 0.6$ the third distinct energy, $0.9539$, is therefore $(2,2)$, the $2p_{3/2}$ level. In a many-electron atom, screening changes the potential and this order need not survive.
